# Grid noise from the nuclear surface: the trapezoid error of a piecewise affine radial function with one kink

## A nuclear surface as a jump of slope

The nuclear surface is modelled here as a single point \(R\) at which a radial function keeps its value but changes its slope by a fixed amount \(J\). On either side of \(R\) the function is a straight line:

\[
f_R(r)=\alpha+\beta r+J\max(r-R,0).
\]

The constants \(\alpha\) and \(\beta\) fix the line inside the nucleus, and the slope outside is \(\beta+J\).

A kink of this kind occurs when the nuclear charge \(Z\) sits on a thin shell. In atomic units the potential energy of an electron is then \(-Z/R\) inside and \(-Z/r\) outside, so its slope jumps by \(Z/R^2\). If the integrand is this potential times a smooth weight \(w(r)\), its slope jumps by \(J=w(R)Z/R^2\). The model keeps the jump and replaces the smooth curve on each side by a line. It also holds \(J\) fixed when \(R\) moves. For the shell \(J\) itself depends on \(R\), and the effect of that change on the quadrature error is left out.

## The quadrature error and its dependence on the radius

The grid has \(N\) panels of width \(h>0\) and points \(x_i=a+ih\). Let \(E(R)\) be the composite trapezoid sum for \(f_R\) minus the exact integral from \(a\) to \(a+Nh\). If the surface lies at fraction \(t\in[0,1]\) of panel \(k\), counted from zero, then \(R=a+(k+t)h\) with \(k<N\), and

\[
E(R)=\frac{J h^2\,t(1-t)}{2}.
\]

For any two radii \(R,S\) within the grid,

\[
|E(R)-E(S)|\le\frac{|J|h^2}{8},
\]

and a move from a grid point to the midpoint of the next panel attains this value. Strictly inside a panel, \(dE/dR=Jh(1-2t)/2\).

In an atomic calculation with a thin-shell nucleus, this models how the quadrature error on a uniform grid changes as the kink moves through the panels. It matters most when two nuclear radii are compared and the physical difference is small. The potential of a uniformly charged sphere has a continuous slope at the surface, so there \(J=0\) and this term is absent.

## One panel, then the whole grid

**A panel without the surface.** If \(f(r)=c+d\cdot r\) on \([x,x+h]\), with constants \(c\) and \(d\), the exact integral is

\[
ch+\frac{d\,[(x+h)^2-x^2]}{2}
=\frac h2\bigl[(c+dx)+(c+d(x+h))\bigr],
\]

which is the trapezoid value. The error is zero.

**The panel with the surface.** Put \(R=x+th\). The part \(\alpha+\beta r\) contributes no error, so only \(J\max(r-R,0)\) remains. It vanishes at the left end and equals \(J(1-t)h\) at the right end. The trapezoid rule gives \(Jh^2(1-t)/2\). The exact integral is the area of a triangle,

\[
\int_R^{x+h}J(r-R)\,dr=\frac{Jh^2(1-t)^2}{2}.
\]

The difference is

\[
\frac{Jh^2(1-t)}2\,[1-(1-t)]=\frac{Jh^2t(1-t)}2 .
\]

**The whole grid.** The integral is additive, so \(E(R)\) is the sum of the panel errors. A panel with \(i<k\) ends at or before \(R\), and there \(f_R=\alpha+\beta r\). A panel with \(i>k\) starts at or after \(R\), and there \(f_R=(\alpha-JR)+(\beta+J)r\). Both kinds have zero error, which leaves panel \(k\).

**Two radii.** Every radius within a grid of at least one panel lies in some panel. Since \(t(1-t)=\tfrac14-(t-\tfrac12)^2\), each error is \(Jh^2/2\) times a number in \([0,\tfrac14]\). Two such numbers differ by at most \(\tfrac14\), which gives the bound \(|J|h^2/8\). The choices \(t=0\) and \(t=\tfrac12\) give errors \(0\) and \(Jh^2/8\).

**The slope.** Inside panel \(k\) we have \(th=R-x_k\) and \((1-t)h=x_{k+1}-R\), so

\[
E(R)=\frac J2(R-x_k)(x_{k+1}-R),\qquad
\frac{dE}{dR}=\frac J2(x_k+x_{k+1}-2R)=\frac{Jh(1-2t)}2 .
\]

The error is of second order in \(h\), but its slope is only of first order. At an interior grid point the slope changes from \(-Jh/2\) to \(+Jh/2\), so for \(J\ne0\) the error has a corner there.

## Reading the Lean statements

`kinkProfile α β J R r` is \(f_R(r)\), with all arguments real. Nothing requires \(R\) or \(a\) to be positive, so the theorems hold on any stretch of the line. `trapezoid f a h N` sums over `range N`, that is, over \(i=0,\dots,N-1\). `gridError` subtracts Mathlib's interval integral from this sum, so a positive value means that the rule overestimates. `panelError` is the same difference on one panel.

- `gridError_kink` is the error formula. The hypothesis `hk : k < N` places the surface in an existing panel. Both \(t=0\) and \(t=1\) are allowed; an interior grid point therefore has two descriptions, and both give zero error.
- `radius_noise_le` is the bound for two radii in the closed interval `Set.Icc a (a + N * h)`. It also allows \(N=0\), where both radii equal \(a\) and both errors vanish.
- `radius_noise_attained` gives the signed change \(Jh^2/8\), whose absolute value is the bound.
- `hasDerivAt_gridError` is the slope formula for \(0<t<1\), at fixed \(\alpha\), \(\beta\) and \(J\).

The statements concern the quadrature of a given function and involve no Dirac equation or energy. A curved integrand would in general add further trapezoid errors, also on panels without the surface. On a logarithmic grid the model would apply to the integrand, Jacobian included, as a function of the variable in which the steps are equal.

## The complete file

```lean
import Mathlib

open Finset

namespace NuclearSurfaceGrid

noncomputable section

/-- A radial function that is affine up to a jump `J` of its slope at the nuclear radius `R`. -/
def kinkProfile (α β J R r : ℝ) : ℝ := α + β * r + J * max (r - R) 0

/-- The composite trapezoid rule on `N` panels of width `h`, starting at `a`. -/
def trapezoid (f : ℝ → ℝ) (a h : ℝ) (N : ℕ) : ℝ :=
  ∑ i ∈ range N, h * (f (a + i * h) + f (a + i * h + h)) / 2

/-- The trapezoid rule minus the exact integral over the whole grid. -/
def gridError (f : ℝ → ℝ) (a h : ℝ) (N : ℕ) : ℝ :=
  trapezoid f a h N - ∫ r in a..(a + N * h), f r

/-- The trapezoid rule minus the exact integral on the single panel from `x` to `x + h`. -/
def panelError (f : ℝ → ℝ) (x h : ℝ) : ℝ :=
  h * (f x + f (x + h)) / 2 - ∫ r in x..(x + h), f r

/-- The radial function is continuous, also at the nuclear surface. -/
theorem continuous_kinkProfile (α β J R : ℝ) : Continuous (kinkProfile α β J R) := by
  show Continuous fun r : ℝ => α + β * r + J * max (r - R) 0
  fun_prop

/-- The integral over `[x, y]` of a function that equals `c + d r` on that interval. -/
theorem integral_of_affine_on {f : ℝ → ℝ} {c d x y : ℝ} (hxy : x ≤ y)
    (hf : ∀ r ∈ Set.Icc x y, f r = c + d * r) :
    ∫ r in x..y, f r = c * (y - x) + d * (y ^ 2 - x ^ 2) / 2 := by
  have hcongr : ∫ r in x..y, f r = ∫ r in x..y, (c + d * r) := by
    apply intervalIntegral.integral_congr
    intro r hr
    rw [Set.uIcc_of_le hxy] at hr
    exact hf r hr
  have hderiv : ∀ r ∈ Set.uIcc x y,
      HasDerivAt (fun r : ℝ => c * r + d * (r * r) / 2) (c + d * r) r := by
    intro r _
    have h1 := ((hasDerivAt_id' r).const_mul c).fun_add
      ((((hasDerivAt_id' r).fun_mul (hasDerivAt_id' r)).const_mul d).div_const 2)
    exact h1.congr_deriv (by ring)
  have hcont : Continuous fun r : ℝ => c + d * r := by fun_prop
  rw [hcongr, intervalIntegral.integral_eq_sub_of_hasDerivAt hderiv
    (hcont.intervalIntegrable x y)]
  ring

/-- The trapezoid rule is exact on a panel of width `h ≥ 0` on which the function is affine. -/
theorem panelError_affine {f : ℝ → ℝ} {c d x h : ℝ} (hh : 0 ≤ h)
    (hf : ∀ r ∈ Set.Icc x (x + h), f r = c + d * r) : panelError f x h = 0 := by
  unfold panelError
  rw [integral_of_affine_on (by linarith) hf, hf x ⟨le_rfl, by linarith⟩,
    hf (x + h) ⟨by linarith, le_rfl⟩]
  ring

/-- On a panel of width `h ≥ 0` with the nuclear surface at fraction `t ∈ [0, 1]`, the
trapezoid rule is off by `J h² t (1 - t) / 2`. -/
theorem panelError_kink (α β J x : ℝ) {h t : ℝ} (hh : 0 ≤ h) (ht0 : 0 ≤ t) (ht1 : t ≤ 1) :
    panelError (kinkProfile α β J (x + t * h)) x h = J * h ^ 2 * t * (1 - t) / 2 := by
  have h1 : 0 ≤ t * h := mul_nonneg ht0 hh
  have h2 : 0 ≤ (1 - t) * h := mul_nonneg (by linarith) hh
  have hc := continuous_kinkProfile α β J (x + t * h)
  -- split the exact integral at the nuclear surface
  have hsplit : (∫ r in x..(x + t * h), kinkProfile α β J (x + t * h) r)
      + (∫ r in (x + t * h)..(x + h), kinkProfile α β J (x + t * h) r)
      = ∫ r in x..(x + h), kinkProfile α β J (x + t * h) r :=
    intervalIntegral.integral_add_adjacent_intervals
      (hc.intervalIntegrable _ _) (hc.intervalIntegrable _ _)
  have hin : ∀ r ∈ Set.Icc x (x + t * h),
      kinkProfile α β J (x + t * h) r = α + β * r := by
    intro r hr
    have hm : r - (x + t * h) ≤ 0 := by linarith [hr.2]
    simp only [kinkProfile]
    rw [max_eq_right hm]
    ring
  have hout : ∀ r ∈ Set.Icc (x + t * h) (x + h),
      kinkProfile α β J (x + t * h) r = (α - J * (x + t * h)) + (β + J) * r := by
    intro r hr
    have hm : 0 ≤ r - (x + t * h) := by linarith [hr.1]
    simp only [kinkProfile]
    rw [max_eq_left hm]
    ring
  unfold panelError
  rw [← hsplit, integral_of_affine_on (by linarith) hin,
    integral_of_affine_on (by linarith) hout, hin x ⟨le_rfl, by linarith⟩,
    hout (x + h) ⟨by linarith, le_rfl⟩]
  ring

/-- For a continuous function the grid error is the sum of the errors of the panels. -/
theorem gridError_eq_sum {f : ℝ → ℝ} (hf : Continuous f) (a h : ℝ) (N : ℕ) :
    gridError f a h N = ∑ i ∈ range N, panelError f (a + i * h) h := by
  induction N with
  | zero => simp [gridError, trapezoid]
  | succ n ih =>
    have hsplit : (∫ r in a..(a + n * h), f r) + (∫ r in (a + n * h)..(a + n * h + h), f r)
        = ∫ r in a..(a + n * h + h), f r :=
      intervalIntegral.integral_add_adjacent_intervals
        (hf.intervalIntegrable _ _) (hf.intervalIntegrable _ _)
    have e : a + ((n + 1 : ℕ) : ℝ) * h = a + n * h + h := by push_cast; ring
    rw [sum_range_succ, ← ih]
    unfold gridError panelError trapezoid
    rw [sum_range_succ, e, ← hsplit]
    ring

/-- With the nuclear surface at fraction `t ∈ [0, 1]` of panel `k` of a grid of step `h > 0`,
the trapezoid rule minus the exact integral is `J h² t (1 - t) / 2`. -/
theorem gridError_kink (α β J a : ℝ) {h t : ℝ} {k N : ℕ} (hh : 0 < h) (hk : k < N)
    (ht0 : 0 ≤ t) (ht1 : t ≤ 1) :
    gridError (kinkProfile α β J (a + (k + t) * h)) a h N = J * h ^ 2 * t * (1 - t) / 2 := by
  rw [gridError_eq_sum (continuous_kinkProfile _ _ _ _), sum_eq_single k]
  · have e : a + ((k : ℝ) + t) * h = (a + k * h) + t * h := by ring
    rw [e]
    exact panelError_kink α β J _ hh.le ht0 ht1
  · -- every other panel lies wholly inside or wholly outside the nucleus
    intro i _ hik
    rcases Nat.lt_or_gt_of_ne hik with hlt | hgt
    · have hc : (i : ℝ) + 1 ≤ k := by exact_mod_cast hlt
      have hp : 0 ≤ ((k : ℝ) + t - i - 1) * h := mul_nonneg (by linarith) hh.le
      apply panelError_affine (c := α) (d := β) hh.le
      intro r hr
      have hm : r - (a + ((k : ℝ) + t) * h) ≤ 0 := by linarith [hr.2]
      simp only [kinkProfile]
      rw [max_eq_right hm]
      ring
    · have hc : (k : ℝ) + 1 ≤ i := by exact_mod_cast hgt
      have hp : 0 ≤ ((i : ℝ) - k - t) * h := mul_nonneg (by linarith) hh.le
      apply panelError_affine (c := α - J * (a + (k + t) * h)) (d := β + J) hh.le
      intro r hr
      have hm : 0 ≤ r - (a + ((k : ℝ) + t) * h) := by linarith [hr.1]
      simp only [kinkProfile]
      rw [max_eq_left hm]
      ring
  · intro hn
    exact absurd (mem_range.2 hk) hn

/-- Every radius within a grid of at least one panel and step `h > 0` lies at some fraction
`t ∈ [0, 1]` of some panel `k`. -/
theorem exists_panel {a h R : ℝ} {N : ℕ} (hh : 0 < h) (hN : 0 < N) (hR : a ≤ R)
    (hR' : R ≤ a + N * h) :
    ∃ k < N, ∃ t : ℝ, 0 ≤ t ∧ t ≤ 1 ∧ R = a + (k + t) * h := by
  induction N with
  | zero => exact absurd hN (lt_irrefl 0)
  | succ n ih =>
    push_cast at hR'
    by_cases hn : a + n * h ≤ R
    · have e : (R - a - n * h) / h * h = R - a - n * h := div_mul_cancel₀ _ hh.ne'
      exact ⟨n, Nat.lt_succ_self n, (R - a - n * h) / h, div_nonneg (by linarith) hh.le,
        (div_le_one hh).2 (by linarith), by linear_combination -e⟩
    · have hpos : 0 < n := by
        rcases Nat.eq_zero_or_pos n with h0 | h0
        · subst h0
          exact absurd (by simpa using hR) hn
        · exact h0
      obtain ⟨k, hk, t, ht⟩ := ih hpos (not_le.1 hn).le
      exact ⟨k, by omega, t, ht⟩

/-- Grid noise: for any two nuclear radii within a grid of step `h > 0`, the errors of the
trapezoid rule differ by at most `|J| h² / 8`. -/
theorem radius_noise_le (α β J : ℝ) {a h R S : ℝ} {N : ℕ} (hh : 0 < h)
    (hR : R ∈ Set.Icc a (a + N * h)) (hS : S ∈ Set.Icc a (a + N * h)) :
    |gridError (kinkProfile α β J R) a h N - gridError (kinkProfile α β J S) a h N|
      ≤ |J| * h ^ 2 / 8 := by
  -- each error is `J h² / 2` times a number between 0 and 1/4
  have key : ∀ Q ∈ Set.Icc a (a + N * h), ∃ s : ℝ, 0 ≤ s ∧ s ≤ 1 / 4 ∧
      gridError (kinkProfile α β J Q) a h N = J * (h ^ 2 / 2) * s := by
    intro Q hQ
    rcases Nat.eq_zero_or_pos N with h0 | h0
    · exact ⟨0, le_rfl, by norm_num, by simp [h0, gridError, trapezoid]⟩
    · obtain ⟨k, hk, t, ht0, ht1, rfl⟩ := exists_panel hh h0 hQ.1 hQ.2
      refine ⟨t * (1 - t), mul_nonneg ht0 (by linarith), by nlinarith [sq_nonneg (t - 1 / 2)], ?_⟩
      rw [gridError_kink α β J a hh hk ht0 ht1]
      ring
  obtain ⟨s, hs0, hs1, es⟩ := key R hR
  obtain ⟨u, hu0, hu1, eu⟩ := key S hS
  have hsu : |s - u| ≤ 1 / 4 := abs_le.2 ⟨by linarith, by linarith⟩
  have hpos : 0 ≤ h ^ 2 / 2 := by positivity
  rw [es, eu]
  calc |J * (h ^ 2 / 2) * s - J * (h ^ 2 / 2) * u| = |J| * (h ^ 2 / 2) * |s - u| := by
        rw [← mul_sub, abs_mul, abs_mul, abs_of_nonneg hpos]
    _ ≤ |J| * (h ^ 2 / 2) * (1 / 4) := by gcongr
    _ = |J| * h ^ 2 / 8 := by ring

/-- Moving the nuclear surface from a grid point to the midpoint of the next panel, on a grid
of step `h > 0`, changes the error by exactly `J h² / 8`. -/
theorem radius_noise_attained (α β J a : ℝ) {h : ℝ} {k N : ℕ} (hh : 0 < h) (hk : k < N) :
    gridError (kinkProfile α β J (a + (k + 1 / 2) * h)) a h N
      - gridError (kinkProfile α β J (a + k * h)) a h N = J * h ^ 2 / 8 := by
  have h1 := gridError_kink α β J a (t := 1 / 2) hh hk (by norm_num) (by norm_num)
  have h2 := gridError_kink α β J a (t := 0) hh hk le_rfl zero_le_one
  rw [add_zero] at h2
  rw [h1, h2]
  ring

/-- With the surface strictly inside a panel of a grid of step `h > 0`, the derivative of the
error with respect to the nuclear radius, at fixed `α`, `β` and `J`, is `J h (1 - 2t) / 2`. -/
theorem hasDerivAt_gridError (α β J a : ℝ) {h t : ℝ} {k N : ℕ} (hh : 0 < h) (hk : k < N)
    (ht0 : 0 < t) (ht1 : t < 1) :
    HasDerivAt (fun R => gridError (kinkProfile α β J R) a h N)
      (J * h * (1 - 2 * t) / 2) (a + (k + t) * h) := by
  have hl : a + k * h < a + (k + t) * h := by nlinarith [mul_pos ht0 hh]
  have hr : a + (k + t) * h < a + (k + 1) * h := by nlinarith [mul_pos (sub_pos.2 ht1) hh]
  -- within the panel the error is a parabola in the radius
  have hg : HasDerivAt (fun R : ℝ => J * ((R - (a + k * h)) * (a + (k + 1) * h - R)) / 2)
      (J * h * (1 - 2 * t) / 2) (a + (k + t) * h) := by
    have h1 := (hasDerivAt_id' (a + (k + t) * h)).sub_const (a + k * h)
    have h2 := (hasDerivAt_id' (a + (k + t) * h)).const_sub (a + (k + 1) * h)
    exact (((h1.fun_mul h2).const_mul J).div_const 2).congr_deriv (by ring)
  apply hg.congr_of_eventuallyEq
  filter_upwards [Ioo_mem_nhds hl hr] with R hR
  obtain ⟨s, e⟩ : ∃ s : ℝ, s * h = R - a - k * h := ⟨_, div_mul_cancel₀ _ hh.ne'⟩
  have hs0 : 0 ≤ s := by nlinarith [hR.1]
  have hs1 : s ≤ 1 := by nlinarith [hR.2]
  have hRs : R = a + (k + s) * h := by linear_combination -e
  have m := gridError_kink α β J a hh hk hs0 hs1
  rw [← hRs] at m
  rw [m]
  linear_combination J / 2 * (h - s * h - (R - a - k * h)) * e

end

end NuclearSurfaceGrid
```

```lean
#print axioms NuclearSurfaceGrid.gridError_kink
#print axioms NuclearSurfaceGrid.radius_noise_le
#print axioms NuclearSurfaceGrid.radius_noise_attained
#print axioms NuclearSurfaceGrid.hasDerivAt_gridError
```

```
'NuclearSurfaceGrid.gridError_kink' depends on axioms: [propext, Classical.choice, Quot.sound]
'NuclearSurfaceGrid.radius_noise_le' depends on axioms: [propext, Classical.choice, Quot.sound]
'NuclearSurfaceGrid.radius_noise_attained' depends on axioms: [propext, Classical.choice, Quot.sound]
'NuclearSurfaceGrid.hasDerivAt_gridError' depends on axioms: [propext, Classical.choice, Quot.sound]
```

## From panel errors to the noise bound

`continuous_kinkProfile` supplies the integrability needed to split integrals. `integral_of_affine_on` replaces \(f\) by \(c+dr\) on the interval and applies the fundamental theorem of calculus to \(cr+dr^2/2\). `panelError_affine` then compares the result with the trapezoid value, and `ring` finishes the algebra.

`panelError_kink` differs slightly from the calculation above: it keeps the affine part and splits the full integral at the surface. The facts `hin` and `hout` give the two lines, with `max_eq_right` and `max_eq_left` choosing the branch of the maximum. After both integrals are evaluated, `ring` reduces the difference to \(Jh^2t(1-t)/2\).

`gridError_eq_sum` proves additivity by induction on the number of panels; each step splits off the last panel. In `gridError_kink`, `sum_eq_single k` reduces the sum to panel \(k\) and asks for a proof that the other terms vanish. The cases \(i<k\) and \(i>k\) are the panels inside and outside the nucleus, and `panelError_affine` settles both.

`exists_panel` finds the panel that holds a given radius, again by induction. If \(R\) is at or beyond the start of the last panel, the fraction is \(t=(R-a-nh)/h\), where \(n\) is that panel's index. Otherwise the radius lies in the shorter grid.

In `radius_noise_le`, the local statement `key` writes each error as \(J(h^2/2)s\) with \(0\le s\le\tfrac14\). The `calc` block takes out the common factor and uses \(|s-u|\le\tfrac14\), where \(u\) is the corresponding number for the second radius. `radius_noise_attained` evaluates the error formula at \(t=\tfrac12\) and \(t=0\) and subtracts.

For `hasDerivAt_gridError`, the product rule first differentiates the parabola \(J(R-x_k)(x_{k+1}-R)/2\). The error equals this parabola throughout the open panel, hence in a neighbourhood of the chosen radius, and `congr_of_eventuallyEq` transfers the derivative. To show the equality, the proof recovers the fraction \(s\) of each nearby radius and applies `gridError_kink` to it.
